# For the Laplacian with linear elements, the stiffness entry of an edge shared by two plane triangles is minus half the sum of the opposite cotangents

## Triangles, hat gradients and angles

Triangles \(PQR\) and \(PQS\) share the edge \(PQ\). Their opposite angles are \(a=\angle PRQ\) and \(b=\angle PSQ\), unoriented and in radians; in Lean they are `∠ P R Q` and `∠ P S Q`. Points are vectors in `Plane`, the Euclidean plane, with components numbered 0 and 1.

The linear hat function of a node equals one there and zero at the other two nodes of the triangle. `IsHatGradient g A B C` says that \(1+g\cdot(X-A)\) vanishes at \(X=B\) and \(X=C\), so \(g\) is the constant gradient of the hat function of \(A\). Write

\[
\operatorname{cross}(u,v)=u_0v_1-u_1v_0 .
\]

`elementIntegral` integrates the dot product of two gradients over the reference triangle, with Jacobian \(|\operatorname{cross}(P-R,Q-R)|\). `edgeStiffness`, written \(K_{PQ}\) below, adds the integrals of the two triangles.

## The edge entry and its sign

If both endpoints have hat gradients on both triangles, then

\[
K_{PQ}=-\tfrac12(\cot a+\cot b),
\]
\[
K_{PQ}\le 0\iff a+b\le\pi,\qquad K_{PQ}=0\iff a+b=\pi .
\]

## Kinetic hopping in a mesh code

For one particle of mass \(m\) in the plane, discretised with linear elements, the kinetic matrix element between neighbouring nodes is \(\hbar^2K_{PQ}/(2m)\). If the overlap matrix of the hat functions (the "mass matrix") is replaced by a positive diagonal one, as in mass lumping, and the potential matrix is diagonal too, nonpositive entries on all edges give an imaginary-time propagator with no negative matrix elements. If the wavefunction is set to zero at the boundary nodes, the remaining off-diagonal entries all belong to interior edges, and a code can test \(a+b\le\pi\) on each of these. If boundary nodes are kept as unknowns, a boundary edge has only one triangle, and its entry is nonpositive exactly when the opposite angle is at most \(\pi/2\).

## From dual gradients to cotangents

Take triangle \(PQR\), with \(u=P-R\), \(v=Q-R\) and \(D=\operatorname{cross}(u,v)\). Let \(g,h\) be the hat gradients of \(P,Q\). The defining equations and their differences give

\[
g\cdot u=1,\quad g\cdot v=0,\quad h\cdot u=0,\quad h\cdot v=1 .
\]

Hence \(\operatorname{cross}(g,h)\,D=(g\cdot u)(h\cdot v)-(g\cdot v)(h\cdot u)=1\), so \(D\ne0\). Solving the linear equations,

\[
g=\frac{(v_1,-v_0)}D,\qquad h=\frac{(-u_1,u_0)}D,\qquad
g\cdot h=-\frac{u\cdot v}{D^2}.
\]

The reference triangle has area \(\int_0^1(1-s)\,ds=\tfrac12\). Since \(u\cdot v=|u||v|\cos a\) and \(|D|=|u||v|\sin a\), the element integral is

\[
\frac{|D|}{2}\,g\cdot h=-\frac{u\cdot v}{2|D|}=-\frac{\cot a}{2}.
\]

The other triangle gives \(-\tfrac12\cot b\). For the sign, use

\[
\cot a+\cot b=\frac{\sin(a+b)}{\sin a\,\sin b}.
\]

The denominator is positive and \(0<a+b<2\pi\), so the sum is positive, zero or negative as \(a+b\) is below, equal to or above \(\pi\).

In the limiting case of a square cut along its diagonal, \(a=b=\pi/2\) and the diagonal entry vanishes.

## The Lean file

```lean
import Mathlib

open EuclideanGeometry
open scoped Real

namespace FiniteElementCotangent

noncomputable section

/-- The Euclidean plane in which the mesh lies. -/
abbrev Plane := EuclideanSpace ℝ (Fin 2)

/-- The planar cross product, the signed area of the parallelogram spanned by two vectors. -/
def cross (u v : Plane) : ℝ := u 0 * v 1 - u 1 * v 0

/-- The vector `g` is the gradient of the linear hat function of node `A` on the triangle `ABC`:
the affine function `1 + g · (X - A)`, equal to one at `A`, vanishes at `B` and at `C`. -/
structure IsHatGradient (g A B C : Plane) : Prop where
  vanish_left : 1 + inner ℝ g (B - A) = 0
  vanish_right : 1 + inner ℝ g (C - A) = 0

/-- The integral of the dot product of two constant gradients over the triangle `PQR`,
pulled back to the reference triangle with the Jacobian of the affine map. -/
def elementIntegral (P Q R g h : Plane) : ℝ :=
  ∫ s in (0 : ℝ)..1, ∫ _t in (0 : ℝ)..(1 - s), inner ℝ g h * |cross (P - R) (Q - R)|

/-- The stiffness entry of the edge `PQ`: the sum of the element integrals over the triangles
`PQR` (gradients `gP`, `gQ`) and `PQS` (gradients `kP`, `kQ`). -/
def edgeStiffness (P Q R S gP gQ kP kQ : Plane) : ℝ :=
  elementIntegral P Q R gP gQ + elementIntegral P Q S kP kQ

/-- The dot product in Cartesian coordinates. -/
theorem inner_coord (u v : Plane) : inner ℝ u v = u 0 * v 0 + u 1 * v 1 := by
  simp [PiLp.inner_apply, Fin.sum_univ_two, mul_comm]

/-- On a nondegenerate triangle each node has exactly one hat-function gradient. -/
theorem existsUnique_hatGradient {A B C : Plane} (hD : cross (B - A) (C - A) ≠ 0) :
    ∃! g, IsHatGradient g A B C := by
  simp only [cross, PiLp.sub_apply] at hD
  obtain ⟨D, hDdef⟩ : ∃ D, D = (B 0 - A 0) * (C 1 - A 1) - (B 1 - A 1) * (C 0 - A 0) :=
    ⟨_, rfl⟩
  rw [← hDdef] at hD
  refine ⟨!₂[(B 1 - C 1) / D, (C 0 - B 0) / D], ⟨?_, ?_⟩, ?_⟩
  · rw [inner_coord]
    change 1 + ((B 1 - C 1) / D * (B 0 - A 0) + (C 0 - B 0) / D * (B 1 - A 1)) = 0
    field_simp
    linear_combination hDdef
  · rw [inner_coord]
    change 1 + ((B 1 - C 1) / D * (C 0 - A 0) + (C 0 - B 0) / D * (C 1 - A 1)) = 0
    field_simp
    linear_combination hDdef
  · -- Cramer's rule fixes both components
    rintro y ⟨h1, h2⟩
    simp only [inner_coord, PiLp.sub_apply] at h1 h2
    have e0 : y 0 = (B 1 - C 1) / D := by
      rw [eq_div_iff hD, hDdef]
      linear_combination (C 1 - A 1) * h1 - (B 1 - A 1) * h2
    have e1 : y 1 = (C 0 - B 0) / D := by
      rw [eq_div_iff hD, hDdef]
      linear_combination (B 0 - A 0) * h2 - (C 0 - A 0) * h1
    ext i
    fin_cases i
    · exact e0
    · exact e1

/-- The element integral is the dot product of the gradients times the area of the triangle. -/
theorem elementIntegral_eq (P Q R g h : Plane) :
    elementIntegral P Q R g h = inner ℝ g h * (|cross (P - R) (Q - R)| / 2) := by
  have hd : ∀ s ∈ Set.uIcc (0 : ℝ) 1,
      HasDerivAt (fun x : ℝ => x - x ^ 2 / 2) (1 - s) s := by
    intro s _
    exact ((hasDerivAt_id' s).fun_sub ((hasDerivAt_pow 2 s).div_const 2)).congr_deriv
      (by norm_num)
  have area : ∫ s in (0 : ℝ)..1, (1 - s) = 1 / 2 := by
    rw [intervalIntegral.integral_eq_sub_of_hasDerivAt hd
      (Continuous.intervalIntegrable (by fun_prop) _ _)]
    norm_num
  simp only [elementIntegral, intervalIntegral.integral_const, smul_eq_mul, sub_zero]
  rw [intervalIntegral.integral_mul_const, area]
  ring

/-- If the nodes `P` and `Q` both have hat gradients on `PQR`, the triangle is nondegenerate, and
the dot product of the gradients is fixed by the two edge vectors that meet at `R`. -/
theorem hatGradients_dual {P Q R g h : Plane}
    (hg : IsHatGradient g P Q R) (hh : IsHatGradient h Q P R) :
    cross (P - R) (Q - R) ≠ 0 ∧
      inner ℝ g h * cross (P - R) (Q - R) ^ 2 = -inner ℝ (P - R) (Q - R) := by
  obtain ⟨g1, g2⟩ := hg
  obtain ⟨h1, h2⟩ := hh
  have gu : inner ℝ g (P - R) = 1 := by
    rw [inner_sub_right] at *; linarith
  have gv : inner ℝ g (Q - R) = 0 := by
    rw [inner_sub_right] at g1 g2 ⊢; linarith
  have hu : inner ℝ h (P - R) = 0 := by
    rw [inner_sub_right] at h1 h2 ⊢; linarith
  have hv : inner ℝ h (Q - R) = 1 := by
    rw [inner_sub_right] at h2 ⊢; linarith
  generalize P - R = u at *
  generalize Q - R = v at *
  rw [inner_coord] at gu gv hu hv
  constructor
  · intro h0
    have key : cross g h * cross u v = 1 := by
      unfold cross
      linear_combination (h 0 * v 0 + h 1 * v 1) * gu + hv - (h 0 * u 0 + h 1 * u 1) * gv
    rw [h0, mul_zero] at key
    exact zero_ne_one key
  · -- each gradient is a rotated edge vector divided by the cross product
    have a0 : g 0 * cross u v = v 1 := by
      unfold cross; linear_combination v 1 * gu - u 1 * gv
    have a1 : g 1 * cross u v = -v 0 := by
      unfold cross; linear_combination u 0 * gv - v 0 * gu
    have b0 : h 0 * cross u v = -u 1 := by
      unfold cross; linear_combination v 1 * hu - u 1 * hv
    have b1 : h 1 * cross u v = u 0 := by
      unfold cross; linear_combination u 0 * hv - v 0 * hu
    rw [inner_coord, inner_coord]
    linear_combination (h 0 * cross u v) * a0 + v 1 * b0 + (h 1 * cross u v) * a1 - v 0 * b1

/-- For two linearly independent edge vectors the enclosed angle lies strictly between `0` and
`π`, and its cotangent is their dot product over the absolute value of their cross product. -/
theorem cot_angle {u v : Plane} (hD : cross u v ≠ 0) :
    (0 < InnerProductGeometry.angle u v ∧ InnerProductGeometry.angle u v < π) ∧
      Real.cot (InnerProductGeometry.angle u v) = inner ℝ u v / |cross u v| := by
  have hc := InnerProductGeometry.cos_angle_mul_norm_mul_norm u v
  have hs := InnerProductGeometry.sin_angle_mul_norm_mul_norm u v
  have lagrange : inner ℝ u u * inner ℝ v v - inner ℝ u v * inner ℝ u v = cross u v ^ 2 := by
    simp only [inner_coord, cross]; ring
  rw [lagrange, Real.sqrt_sq_eq_abs] at hs
  have hne := abs_ne_zero.mpr hD
  rw [← hs] at hne
  have hsin := left_ne_zero_of_mul hne
  refine ⟨⟨?_, ?_⟩, ?_⟩
  · refine lt_of_le_of_ne (InnerProductGeometry.angle_nonneg u v) fun e => hsin ?_
    rw [← e, Real.sin_zero]
  · refine lt_of_le_of_ne (InnerProductGeometry.angle_le_pi u v) fun e => hsin ?_
    rw [e, Real.sin_pi]
  · rw [Real.cot_eq_cos_div_sin, ← hc, ← hs, mul_div_mul_right _ _ (right_ne_zero_of_mul hne)]

/-- If `g` and `h` are the hat gradients of `P` and `Q` on the triangle `PQR`, the element integral
is minus half the cotangent of the angle opposite the edge `PQ`, and that angle lies strictly
between `0` and `π`. -/
theorem elementIntegral_eq_cot {P Q R g h : Plane}
    (hg : IsHatGradient g P Q R) (hh : IsHatGradient h Q P R) :
    (0 < ∠ P R Q ∧ ∠ P R Q < π) ∧ elementIntegral P Q R g h = -Real.cot (∠ P R Q) / 2 := by
  obtain ⟨hD, hI⟩ := hatGradients_dual hg hh
  obtain ⟨hangle, hcot⟩ := cot_angle hD
  refine ⟨hangle, ?_⟩
  have e : ∠ P R Q = InnerProductGeometry.angle (P - R) (Q - R) := rfl
  rw [elementIntegral_eq, e, hcot]
  have key : inner ℝ g h * |cross (P - R) (Q - R)|
      = -inner ℝ (P - R) (Q - R) / |cross (P - R) (Q - R)| := by
    rw [eq_div_iff (abs_ne_zero.mpr hD), mul_assoc, ← sq, sq_abs]
    exact hI
  linear_combination key / 2

/-- For two angles strictly between `0` and `π`, the sum of the cotangents is nonnegative exactly
when the angles add up to at most `π`, and zero exactly when they add up to `π`. -/
theorem cot_add_cot_sign {a b : ℝ} (ha : 0 < a ∧ a < π) (hb : 0 < b ∧ b < π) :
    (0 ≤ Real.cot a + Real.cot b ↔ a + b ≤ π) ∧
      (Real.cot a + Real.cot b = 0 ↔ a + b = π) := by
  have sa := Real.sin_pos_of_pos_of_lt_pi ha.1 ha.2
  have sb := Real.sin_pos_of_pos_of_lt_pi hb.1 hb.2
  have key : Real.cot a + Real.cot b = Real.sin (a + b) / (Real.sin a * Real.sin b) := by
    rw [Real.cot_eq_cos_div_sin, Real.cot_eq_cos_div_sin, Real.sin_add,
      div_add_div _ _ sa.ne' sb.ne']
    ring
  rw [key]
  rcases lt_trichotomy (a + b) π with h | h | h
  · have p := div_pos (Real.sin_pos_of_pos_of_lt_pi (add_pos ha.1 hb.1) h) (mul_pos sa sb)
    exact ⟨⟨fun _ => h.le, fun _ => p.le⟩,
      ⟨fun e => absurd e p.ne', fun e => absurd e h.ne⟩⟩
  · simp [h]
  · have q := Real.sin_pos_of_pos_of_lt_pi (x := a + b - π) (by linarith)
      (by linarith [ha.2, hb.2])
    rw [Real.sin_sub_pi] at q
    have p := div_neg_of_neg_of_pos (neg_pos.mp q) (mul_pos sa sb)
    exact ⟨⟨fun e => absurd e (not_le_of_gt p), fun e => absurd e (not_le_of_gt h)⟩,
      ⟨fun e => absurd e p.ne, fun e => absurd e h.ne'⟩⟩

/-- Cotangent formula: if the four vectors are the hat gradients of `P` and `Q` on the triangles
`PQR` and `PQS`, the stiffness entry of the shared edge `PQ` is minus half the sum of the cotangents
of the opposite angles. It is nonpositive exactly when these angles add up to at most `π`, and it
vanishes exactly when they add up to `π`. -/
theorem edgeStiffness_cotangent {P Q R S gP gQ kP kQ : Plane}
    (hgP : IsHatGradient gP P Q R) (hgQ : IsHatGradient gQ Q P R)
    (hkP : IsHatGradient kP P Q S) (hkQ : IsHatGradient kQ Q P S) :
    edgeStiffness P Q R S gP gQ kP kQ = -(Real.cot (∠ P R Q) + Real.cot (∠ P S Q)) / 2 ∧
      (edgeStiffness P Q R S gP gQ kP kQ ≤ 0 ↔ ∠ P R Q + ∠ P S Q ≤ π) ∧
      (edgeStiffness P Q R S gP gQ kP kQ = 0 ↔ ∠ P R Q + ∠ P S Q = π) := by
  obtain ⟨ha, ea⟩ := elementIntegral_eq_cot hgP hgQ
  obtain ⟨hb, eb⟩ := elementIntegral_eq_cot hkP hkQ
  obtain ⟨hle, heq⟩ := cot_add_cot_sign ha hb
  have total : edgeStiffness P Q R S gP gQ kP kQ
      = -(Real.cot (∠ P R Q) + Real.cot (∠ P S Q)) / 2 := by
    rw [edgeStiffness, ea, eb]; ring
  refine ⟨total, ?_, ?_⟩
  · rw [← hle, total]
    constructor <;> intro h <;> linarith
  · rw [← heq, total]
    constructor <;> intro h <;> linarith

/-- A flat kite with shared edge from `(1, 0)` to `(-1, 0)` and opposite nodes `(0, 1/2)` and
`(0, -1/2)`: the listed vectors are its hat gradients, and the stiffness entry is `3/4`. -/
theorem flatKite_witness :
    IsHatGradient !₂[1 / 2, -1] !₂[1, 0] !₂[-1, 0] !₂[0, 1 / 2] ∧
    IsHatGradient !₂[-1 / 2, -1] !₂[-1, 0] !₂[1, 0] !₂[0, 1 / 2] ∧
    IsHatGradient !₂[1 / 2, 1] !₂[1, 0] !₂[-1, 0] !₂[0, -1 / 2] ∧
    IsHatGradient !₂[-1 / 2, 1] !₂[-1, 0] !₂[1, 0] !₂[0, -1 / 2] ∧
    edgeStiffness !₂[1, 0] !₂[-1, 0] !₂[0, 1 / 2] !₂[0, -1 / 2]
      !₂[1 / 2, -1] !₂[-1 / 2, -1] !₂[1 / 2, 1] !₂[-1 / 2, 1] = 3 / 4 := by
  refine ⟨⟨?_, ?_⟩, ⟨?_, ?_⟩, ⟨?_, ?_⟩, ⟨?_, ?_⟩, ?_⟩
  all_goals norm_num [edgeStiffness, elementIntegral_eq, inner_coord, cross]

end

end FiniteElementCotangent
```

```lean
#print axioms FiniteElementCotangent.existsUnique_hatGradient
-- 'FiniteElementCotangent.existsUnique_hatGradient' depends on axioms: [propext, Classical.choice, Quot.sound]
#print axioms FiniteElementCotangent.edgeStiffness_cotangent
-- 'FiniteElementCotangent.edgeStiffness_cotangent' depends on axioms: [propext, Classical.choice, Quot.sound]
```

## Reach of the theorem and structure of its proof

`edgeStiffness_cotangent` takes the four hat gradients as hypotheses. `existsUnique_hatGradient` supplies them, uniquely, on every nondegenerate triangle by Cramer's rule. Conversely, `hatGradients_dual` derives nondegeneracy from the two endpoint gradients and computes their dot product; its `linear_combination` steps are the eliminations above.

`elementIntegral_eq` evaluates the reference integral through an antiderivative. `cot_angle` uses Lagrange's identity to relate the cross product to the sine, and `elementIntegral_eq_cot` combines these results for one triangle. `cot_add_cot_sign` applies the sine addition formula and splits into the three cases of \(a+b\) against \(\pi\). The final theorem adds the two triangles and transfers the sign by linear arithmetic.

`flatKite_witness` shows that the sign can fail: with \(P,Q=(\pm1,0)\) and \(R,S=(0,\pm\tfrac12)\), the entry is \(+\tfrac34\).

The element integral is defined on the reference triangle; its equality with the integral over the physical triangle is the usual change of variables, which the file builds into the definition. The theorem does not require \(R\) and \(S\) to lie on opposite sides of \(PQ\), as they do in a proper mesh. It concerns one edge with constant, isotropic coefficients, and says nothing about global assembly, higher-order elements, tetrahedra or floating-point rounding.
